# Beyond a cutoff R, the summed r⁻⁶ pair energy per orbital scales as R⁻⁵ in a chain, R⁻⁴ in a square layer and R⁻³ in a cubic lattice

A local correlation calculation can save work by dropping pairs of localized orbitals that lie farther apart than a cutoff $R$. Each dropped pair is weak, because its dispersion energy decays as $r^{-6}$. In a layer or a crystal, however, the number of pairs at distance $r$ grows with $r$. If the energies of the kept pairs are taken as unchanged, the error per orbital is the sum of all the dropped pair energies, and its dependence on $R$ is set by both the decay and the dimension.

```lean
import Mathlib

open Filter Topology

namespace LocalCorrelationCutoff

noncomputable section
```

## Orbitals on a lattice, with a cubic cutoff

Place one orbital on each site $x$ of $\mathbb Z^d$, with the lattice spacing as the unit of length. A site is a function `Fin d → ℤ`, and its distance from the origin is its largest absolute coordinate, $r=\max_i|x_i|$. The region kept is therefore a cube and not a ball. The pair energies below use this $r$ too, in place of the Euclidean distance on which dispersion depends. The Euclidean distance lies between $r$ and $\sqrt d\,r$, so using it for the energies and the cutoff would change the constants but not the exponents; that comparison is not formalised here.

```lean
/-- The max-norm distance of a lattice site from the origin. -/
def maxNorm {d : ℕ} (x : Fin d → ℤ) : ℕ := Finset.univ.sup fun i => (x i).natAbs
```

A pair at distance $r>R$ contributes $r^{-p}$, and a pair inside the cutoff contributes nothing to the error. The power law is postulated. For $p=6$ it stands for the leading dispersion attraction between induced dipoles, given as a magnitude in units of one coefficient shared by all pairs. Orientation dependence and differences between orbitals are left out.

```lean
/-- The magnitude `r^(-p)` of the pair energy between the orbital at the origin and the one at site
`x`, at max-norm distance `r`, if the pair lies beyond the cutoff `R`; zero if it is kept. -/
def neglectedPair {d : ℕ} (p R : ℕ) (x : Fin d → ℤ) : ℝ :=
  if R < maxNorm x then (maxNorm x : ℝ)⁻¹ ^ p else 0
```

The neglected energy per orbital is
$$E(R)=\sum_{x\in\mathbb Z^d,\ r>R} r^{-p}.$$
It assigns each pair in full to the orbital at the origin; sharing pairs equally between their two orbitals would halve $E$ and leave the exponent unchanged.

```lean
/-- The neglected pair energy per orbital: the sum over all sites beyond the cutoff `R`. -/
def neglectedEnergy (d p R : ℕ) : ℝ := ∑' x : Fin d → ℤ, neglectedPair p R x
```

"Scales as $R^s$" means $c\,R^s\le E(R)\le C\,R^s$ for every integer $R\ge1$, with constants $0<c\le C$ that don't depend on $R$.

```lean
/-- `f R` lies between two positive multiples of `R^s` for all integers `R ≥ 1`. -/
def ScalesAs (f : ℕ → ℝ) (s : ℤ) : Prop :=
  ∃ c C : ℝ, 0 < c ∧ c ≤ C ∧ ∀ R : ℕ, 1 ≤ R → c * (R : ℝ) ^ s ≤ f R ∧ f R ≤ C * (R : ℝ) ^ s
```

The sum is organised by cubes of half-width $n$, which contain exactly the sites with $r\le n$.

```lean
/-- The cube of lattice sites whose coordinates all lie between `-n` and `n`. -/
def cube (d n : ℕ) : Finset (Fin d → ℤ) :=
  Fintype.piFinset fun _ => Finset.Icc (-(n : ℤ)) n

/-- A site belongs to the cube of half-width `n` exactly when its max-norm is at most `n`. -/
theorem mem_cube {d n : ℕ} {x : Fin d → ℤ} : x ∈ cube d n ↔ maxNorm x ≤ n := by
  simp only [cube, Fintype.mem_piFinset, Finset.mem_Icc, maxNorm, Finset.sup_le_iff,
    Finset.mem_univ, true_implies]
  constructor <;> intro h i <;> have := h i <;> omega
```

## Counting and weighing one shell

For $0\le b\le a$, factorise
$$a^{m+1}-b^{m+1}=(a-b)\sum_{i=0}^{m}a^{m-i}b^i.$$
The sum is at least its first term $a^m$ and at most $(m+1)a^m$. Lean obtains the upper bound by induction on $m$.

```lean
/-- Elementary bounds on the difference of two powers, for `0 ≤ b ≤ a`. -/
theorem pow_diff_bounds {a b : ℝ} (hb : 0 ≤ b) (hab : b ≤ a) (m : ℕ) :
    (a - b) * a ^ m ≤ a ^ (m + 1) - b ^ (m + 1) ∧
      a ^ (m + 1) - b ^ (m + 1) ≤ (m + 1) * (a - b) * a ^ m := by
  have hp : ∀ k : ℕ, b ^ k ≤ a ^ k := fun k => pow_le_pow_left₀ hb hab k
  constructor
  · have h := mul_le_mul_of_nonneg_left (hp m) hb
    calc (a - b) * a ^ m = a * a ^ m - b * a ^ m := by ring
      _ ≤ a * a ^ m - b * b ^ m := by linarith
      _ = _ := by ring
  · induction m with
    | zero => simp
    | succ m ih =>
      have h := mul_le_mul_of_nonneg_left ih (hb.trans hab)
      have h2 := mul_le_mul_of_nonneg_left (hp (m + 1)) (sub_nonneg.2 hab)
      push_cast
      calc a ^ (m + 1 + 1) - b ^ (m + 1 + 1)
          = a * (a ^ (m + 1) - b ^ (m + 1)) + (a - b) * b ^ (m + 1) := by ring
        _ ≤ a * ((m + 1) * (a - b) * a ^ m) + (a - b) * a ^ (m + 1) := add_le_add h h2
        _ = _ := by ring
```

Now put $x=1/t$ and $y=1/(t+1)$ with $t>0$, so that $x-y=xy$. The previous bounds give
$$xy\,x^j\le x^{j+1}-y^{j+1}\le (j+1)\,xy\,x^j.$$
Since $y\le x$, the left side is at least $y^{j+2}$ and the right side at most $(j+1)x^{j+2}$. An inverse power is thus controlled by differences that will telescope.

```lean
/-- For `t > 0`, the difference `t^(-(j+1)) - (t+1)^(-(j+1))` is at least `(t+1)^(-(j+2))` and at
most `(j+1) * t^(-(j+2))`. -/
theorem inverse_power_step {t : ℝ} (ht : 0 < t) (j : ℕ) :
    (t + 1)⁻¹ ^ (j + 2) ≤ t⁻¹ ^ (j + 1) - (t + 1)⁻¹ ^ (j + 1) ∧
      t⁻¹ ^ (j + 1) - (t + 1)⁻¹ ^ (j + 1) ≤ (j + 1) * t⁻¹ ^ (j + 2) := by
  have key : ∀ x y : ℝ, 0 < y → y ≤ x → x - y = x * y →
      y ^ (j + 2) ≤ x ^ (j + 1) - y ^ (j + 1) ∧
        x ^ (j + 1) - y ^ (j + 1) ≤ (j + 1) * x ^ (j + 2) := by
    intro x y hy hyx e
    have hx : 0 < x := hy.trans_le hyx
    obtain ⟨h1, h2⟩ := pow_diff_bounds hy.le hyx j
    rw [e] at h1 h2
    refine ⟨le_trans ?_ h1, h2.trans ?_⟩
    · calc y ^ (j + 2) = y * y * y ^ j := by ring
        _ ≤ x * y * x ^ j := by gcongr
    · calc (j + 1) * (x * y) * x ^ j ≤ (j + 1) * (x * x) * x ^ j := by gcongr
        _ = _ := by ring
  have h1 : t * t⁻¹ = 1 := mul_inv_cancel₀ ht.ne'
  have h2 : (t + 1) * (t + 1)⁻¹ = 1 := mul_inv_cancel₀ (by positivity)
  exact key _ _ (by positivity) (inv_anti₀ ht (by linarith))
    (by linear_combination (t + 1)⁻¹ * h1 - t⁻¹ * h2)
```

Write $d=m+1$. A cube of half-width $n$ has $(2n+1)^d$ sites, so the shell at distance $n+1$ has
$$D=(2n+3)^{m+1}-(2n+1)^{m+1}$$
sites. With $a-b=2$ and $n+1\le 2n+3\le3(n+1)$,
$$2(n+1)^m\le D\le A\,(n+1)^m,\qquad A=2(m+1)3^m.$$

```lean
/-- In dimension `m + 1` the number of sites at distance `n + 1` lies between two positive
multiples of `(n + 1)^m`. -/
theorem shell_card_bounds (m n : ℕ) :
    2 * ((n : ℝ) + 1) ^ m ≤ ((cube (m + 1) (n + 1) \ cube (m + 1) n).card : ℝ) ∧
      ((cube (m + 1) (n + 1) \ cube (m + 1) n).card : ℝ)
        ≤ 2 * (m + 1) * 3 ^ m * ((n : ℝ) + 1) ^ m := by
  have card : ∀ k : ℕ, (cube (m + 1) k).card = (2 * k + 1) ^ (m + 1) := by
    intro k
    rw [cube, Fintype.card_piFinset, Finset.prod_const, Finset.card_univ, Fintype.card_fin,
      Int.card_Icc]
    congr 1
    omega
  have hsub : cube (m + 1) n ⊆ cube (m + 1) (n + 1) := fun x hx =>
    mem_cube.2 ((mem_cube.1 hx).trans n.le_succ)
  have hc := Finset.card_sdiff_add_card_eq_card hsub
  rw [card, card] at hc
  generalize (cube (m + 1) (n + 1) \ cube (m + 1) n).card = D at hc ⊢
  have hr : (D : ℝ) + (2 * (n : ℝ) + 1) ^ (m + 1) = (2 * ((n : ℝ) + 1) + 1) ^ (m + 1) := by
    exact_mod_cast hc
  have hn : (0 : ℝ) ≤ n := n.cast_nonneg
  obtain ⟨h1, h2⟩ := pow_diff_bounds (a := 2 * ((n : ℝ) + 1) + 1) (b := 2 * (n : ℝ) + 1)
    (by positivity) (by linarith) m
  rw [show 2 * ((n : ℝ) + 1) + 1 - (2 * (n : ℝ) + 1) = 2 by ring] at h1 h2
  have l : ((n : ℝ) + 1) ^ m ≤ (2 * ((n : ℝ) + 1) + 1) ^ m :=
    pow_le_pow_left₀ (by positivity) (by linarith) m
  have u : (2 * ((n : ℝ) + 1) + 1) ^ m ≤ (3 * ((n : ℝ) + 1)) ^ m :=
    pow_le_pow_left₀ (by positivity) (by linarith) m
  rw [mul_pow] at u
  refine ⟨by linarith, ?_⟩
  calc (D : ℝ) ≤ (m + 1) * 2 * (2 * ((n : ℝ) + 1) + 1) ^ m := by linarith
    _ ≤ (m + 1) * 2 * (3 ^ m * ((n : ℝ) + 1) ^ m) := mul_le_mul_of_nonneg_left u (by positivity)
    _ = _ := by ring
```

All sites of this shell contribute the same energy. For $p=m+q$ and $n\ge R$, multiplying $D$ by $(n+1)^{-(m+q)}$ shows that the shell adds between $2(n+1)^{-q}$ and $A(n+1)^{-q}$.

```lean
/-- In dimension `m + 1`, with pair energies `r^(-(m+q))`, enlarging the cube from `n ≥ R` to
`n + 1` adds an energy between two positive multiples of `(n + 1)^(-q)`. -/
theorem shell_energy_bounds (m q : ℕ) {R n : ℕ} (h : R ≤ n) :
    ∑ x ∈ cube (m + 1) n, neglectedPair (m + q) R x + 2 * ((n : ℝ) + 1)⁻¹ ^ q
        ≤ ∑ x ∈ cube (m + 1) (n + 1), neglectedPair (m + q) R x ∧
      ∑ x ∈ cube (m + 1) (n + 1), neglectedPair (m + q) R x
        ≤ ∑ x ∈ cube (m + 1) n, neglectedPair (m + q) R x
          + 2 * (m + 1) * 3 ^ m * ((n : ℝ) + 1)⁻¹ ^ q := by
  have hsub : cube (m + 1) n ⊆ cube (m + 1) (n + 1) := fun x hx =>
    mem_cube.2 ((mem_cube.1 hx).trans n.le_succ)
  -- all sites of the shell contribute equally
  have hconst : ∀ x ∈ cube (m + 1) (n + 1) \ cube (m + 1) n,
      neglectedPair (m + q) R x = ((n : ℝ) + 1)⁻¹ ^ (m + q) := by
    intro x hx
    rw [Finset.mem_sdiff, mem_cube, mem_cube] at hx
    have e : maxNorm x = n + 1 := by omega
    rw [neglectedPair, e, if_pos (by omega), Nat.cast_add, Nat.cast_one]
  have hs := Finset.sum_sdiff (f := neglectedPair (m + q) R) hsub
  rw [Finset.sum_congr rfl hconst, Finset.sum_const, nsmul_eq_mul] at hs
  have hn : (n : ℝ) + 1 ≠ 0 := by positivity
  have key : ((n : ℝ) + 1) ^ m * ((n : ℝ) + 1)⁻¹ ^ (m + q) = ((n : ℝ) + 1)⁻¹ ^ q := by
    rw [pow_add, ← mul_assoc, ← mul_pow, mul_inv_cancel₀ hn, one_pow, one_mul]
  have hy : 0 ≤ ((n : ℝ) + 1)⁻¹ ^ (m + q) := by positivity
  have h1 := mul_le_mul_of_nonneg_right (shell_card_bounds m n).1 hy
  have h2 := mul_le_mul_of_nonneg_right (shell_card_bounds m n).2 hy
  rw [mul_assoc, key] at h1
  rw [mul_assoc _ (((n : ℝ) + 1) ^ m) _, key] at h2
  constructor <;> linarith
```

## Telescoping to the whole lattice

For $p>d$ write $p=m+j+2$, so that $p-d=j+1$ and $q=j+2$. Let $E_N$ be the neglected energy inside the cube of half-width $R+N$. It vanishes at $N=0$, and adding the shells one by one gives, with $c_0=2/(j+1)$,
$$c_0\left[\frac1{(R+1)^{j+1}}-\frac1{(R+N+1)^{j+1}}\right]\le E_N\le A\left[\frac1{R^{j+1}}-\frac1{(R+N)^{j+1}}\right].$$
This is the induction named `part`; $c_0$ is called `c` there.

Any finite set of sites fits in some cube, so every finite partial sum is at most $A R^{-(j+1)}$. As the terms are non-negative, the series converges and obeys the same bound. Letting $N\to\infty$ on the left and using $R+1\le2R$,
$$c_0\,2^{-(j+1)}R^{d-p}\le E(R)\le A\,R^{d-p}.$$
Comparing the two sides at $R=1$ shows that the constants are ordered.

```lean
/-- For `d ≥ 1` and pair energies `r^(-p)` with `p > d`, the neglected pair energy per orbital
converges for every cutoff `R ≥ 1` and scales as `R^(d-p)`. -/
theorem neglectedEnergy_scaling {d p : ℕ} (hd : 1 ≤ d) (hp : d < p) :
    (∀ R : ℕ, 1 ≤ R → Summable fun x : Fin d → ℤ => neglectedPair p R x) ∧
      ScalesAs (neglectedEnergy d p) ((d : ℤ) - p) := by
  obtain ⟨m, rfl⟩ : ∃ m, d = m + 1 := ⟨d - 1, by omega⟩
  obtain ⟨j, rfl⟩ : ∃ j, p = m + (j + 2) := ⟨p - m - 2, by omega⟩
  set A : ℝ := 2 * (m + 1) * 3 ^ m with hA
  set c : ℝ := 2 / (j + 1) with hc
  have hA0 : 0 < A := by positivity
  have hc0 : 0 < c := by positivity
  have hnn : ∀ (R : ℕ) (x : Fin (m + 1) → ℤ), 0 ≤ neglectedPair (m + (j + 2)) R x := by
    intro R x
    unfold neglectedPair
    split_ifs <;> positivity
  -- telescoping bounds for the energy inside a growing cube
  have part : ∀ R : ℕ, 1 ≤ R → ∀ N : ℕ,
      c * (((R : ℝ) + 1)⁻¹ ^ (j + 1) - ((R : ℝ) + N + 1)⁻¹ ^ (j + 1))
        ≤ ∑ x ∈ cube (m + 1) (R + N), neglectedPair (m + (j + 2)) R x ∧
      ∑ x ∈ cube (m + 1) (R + N), neglectedPair (m + (j + 2)) R x
        ≤ A * ((R : ℝ)⁻¹ ^ (j + 1) - ((R : ℝ) + N)⁻¹ ^ (j + 1)) := by
    intro R hR N
    have hR0 : (0 : ℝ) < R := by exact_mod_cast hR
    induction N with
    | zero =>
      have h0 : ∑ x ∈ cube (m + 1) R, neglectedPair (m + (j + 2)) R x = 0 :=
        Finset.sum_eq_zero fun x hx => if_neg (not_lt.2 (mem_cube.1 hx))
      simp [h0]
    | succ N ih =>
      obtain ⟨s1, s2⟩ := shell_energy_bounds m (j + 2) (Nat.le_add_right R N)
      rw [Nat.cast_add] at s1 s2
      have ht : (0 : ℝ) < (R : ℝ) + N := by positivity
      have l := mul_le_mul_of_nonneg_left
        (inverse_power_step (t := (R : ℝ) + N + 1) (by positivity) j).2 hc0.le
      have u := mul_le_mul_of_nonneg_left (inverse_power_step ht j).1 hA0.le
      have hcj : c * ((j : ℝ) + 1) = 2 := div_mul_cancel₀ _ (by positivity)
      rw [← mul_assoc, hcj] at l
      rw [show (R : ℝ) + ((N + 1 : ℕ) : ℝ) = (R : ℝ) + N + 1 by push_cast; ring,
        show R + (N + 1) = R + N + 1 from rfl]
      obtain ⟨i1, i2⟩ := ih
      rw [mul_sub] at l u i1 i2
      rw [mul_sub, mul_sub]
      constructor <;> linarith
  -- every finite set of sites lies in some cube
  have fin : ∀ R : ℕ, 1 ≤ R → ∀ u : Finset (Fin (m + 1) → ℤ),
      ∑ x ∈ u, neglectedPair (m + (j + 2)) R x ≤ A * (R : ℝ)⁻¹ ^ (j + 1) := by
    intro R hR u
    have hu : u ⊆ cube (m + 1) (R + u.sup maxNorm) := fun x hx =>
      mem_cube.2 ((Finset.le_sup (f := maxNorm) hx).trans (Nat.le_add_left _ _))
    refine (Finset.sum_le_sum_of_subset_of_nonneg hu fun x _ _ => hnn R x).trans
      ((part R hR _).2.trans (mul_le_mul_of_nonneg_left (sub_le_self _ ?_) hA0.le))
    positivity
  have sm : ∀ R : ℕ, 1 ≤ R →
      Summable fun x : Fin (m + 1) → ℤ => neglectedPair (m + (j + 2)) R x :=
    fun R hR => summable_of_sum_le (hnn R) (fin R hR)
  have bounds : ∀ R : ℕ, 1 ≤ R →
      c * (2 : ℝ)⁻¹ ^ (j + 1) * (R : ℝ) ^ (((m + 1 : ℕ) : ℤ) - ((m + (j + 2) : ℕ) : ℤ))
        ≤ neglectedEnergy (m + 1) (m + (j + 2)) R ∧
      neglectedEnergy (m + 1) (m + (j + 2)) R
        ≤ A * (R : ℝ) ^ (((m + 1 : ℕ) : ℤ) - ((m + (j + 2) : ℕ) : ℤ)) := by
    intro R hR
    have hR1 : (1 : ℝ) ≤ R := by exact_mod_cast hR
    rw [show ((m + 1 : ℕ) : ℤ) - ((m + (j + 2) : ℕ) : ℤ) = -((j + 1 : ℕ) : ℤ) by
      push_cast; ring, zpow_neg, zpow_natCast, ← inv_pow]
    refine ⟨?_, (sm R hR).tsum_le_of_sum_le (fin R hR)⟩
    -- let the cube grow to the whole lattice
    have t0 : Tendsto (fun N : ℕ => ((R : ℝ) + N + 1)⁻¹) atTop (𝓝 0) :=
      tendsto_inv_atTop_zero.comp (tendsto_atTop_add_const_right _ 1
        (tendsto_atTop_add_const_left _ (R : ℝ) tendsto_natCast_atTop_atTop))
    have t1 := ((t0.pow (j + 1)).const_sub (((R : ℝ) + 1)⁻¹ ^ (j + 1))).const_mul c
    have hlim := le_of_tendsto' t1 fun N =>
      (part R hR N).1.trans ((sm R hR).sum_le_tsum _ fun x _ => hnn R x)
    rw [zero_pow (Nat.succ_ne_zero j), sub_zero] at hlim
    refine le_trans ?_ hlim
    rw [mul_assoc, ← mul_pow, ← mul_inv]
    exact mul_le_mul_of_nonneg_left (pow_le_pow_left₀ (by positivity)
      (inv_anti₀ (by positivity) (by linarith)) _) hc0.le
  refine ⟨sm, c * (2 : ℝ)⁻¹ ^ (j + 1), A, by positivity, ?_, bounds⟩
  have h := (bounds 1 le_rfl).1.trans (bounds 1 le_rfl).2
  simpa only [Nat.cast_one, one_zpow, mul_one] using h
```

## Convergence exactly when the decay beats the dimension

If $p\le d$, then $r^{-p}\ge r^{-d}$ for $r\ge1$, so it is enough to show that the sum diverges at $p=d$. There $q=1$, and the shell at distance $R+N+1$ adds at least
$$\frac{2}{R+N+1}\ge\frac{1}{(R+1)(N+1)}.$$
The partial sums exceed a multiple of the harmonic series and cannot stay bounded. This matters for reading `neglectedEnergy`, since Lean assigns the value zero to a divergent sum.

```lean
/-- For `d ≥ 1` and a cutoff `R ≥ 1`, the sum of the neglected pair energies `r^(-p)` converges
exactly when `p > d`. -/
theorem neglectedPair_summable_iff {d p R : ℕ} (hd : 1 ≤ d) (hR : 1 ≤ R) :
    (Summable fun x : Fin d → ℤ => neglectedPair p R x) ↔ d < p := by
  refine ⟨fun hs => ?_, fun hp => (neglectedEnergy_scaling hd hp).1 R hR⟩
  by_contra hp
  obtain ⟨m, rfl⟩ : ∃ m, d = m + 1 := ⟨d - 1, by omega⟩
  -- a slower decay dominates the borderline decay `p = d`
  have hs' : Summable fun x : Fin (m + 1) → ℤ => neglectedPair (m + 1) R x := by
    refine Summable.of_nonneg_of_le (fun x => ?_) (fun x => ?_) hs
    · unfold neglectedPair
      split_ifs <;> positivity
    · unfold neglectedPair
      split_ifs with h
      · have h1 : (1 : ℝ) ≤ maxNorm x := by exact_mod_cast (by omega : 1 ≤ maxNorm x)
        exact pow_le_pow_of_le_one (by positivity) (inv_le_one_of_one_le₀ h1) (by omega)
      · exact le_rfl
  have hnn : ∀ x : Fin (m + 1) → ℤ, 0 ≤ neglectedPair (m + 1) R x := by
    intro x
    unfold neglectedPair
    split_ifs <;> positivity
  -- the shells dominate a multiple of the harmonic series
  have harm : ∀ N : ℕ, ((R : ℝ) + 1)⁻¹ * ∑ i ∈ Finset.range N, (1 / ((i : ℝ) + 1))
      ≤ ∑ x ∈ cube (m + 1) (R + N), neglectedPair (m + 1) R x := by
    intro N
    induction N with
    | zero => simpa using Finset.sum_nonneg fun x (_ : x ∈ cube (m + 1) R) => hnn x
    | succ N ih =>
      have s := (shell_energy_bounds m 1 (Nat.le_add_right R N)).1
      rw [Nat.cast_add, pow_one] at s
      have hprod : (0 : ℝ) ≤ (R : ℝ) * N := by positivity
      have hle : ((R : ℝ) + 1)⁻¹ * (1 / ((N : ℝ) + 1)) ≤ ((R : ℝ) + N + 1)⁻¹ := by
        rw [one_div, ← mul_inv]
        exact inv_anti₀ (by positivity) (by nlinarith)
      have hpos : 0 ≤ ((R : ℝ) + N + 1)⁻¹ := by positivity
      rw [Finset.sum_range_succ, mul_add, show R + (N + 1) = R + N + 1 from rfl]
      linarith
  obtain ⟨N, hN⟩ := (Real.tendsto_sum_range_one_div_nat_succ_atTop.eventually_gt_atTop
    (((R : ℝ) + 1) * ∑' x : Fin (m + 1) → ℤ, neglectedPair (m + 1) R x)).exists
  have h := (harm N).trans (hs'.sum_le_tsum _ fun x _ => hnn x)
  rw [inv_mul_le_iff₀ (by positivity)] at h
  exact absurd hN (not_lt_of_ge h)
```

## Chain, layer and crystal

For $d=3$, $p=6$ and $R=1$, the first neglected shell has $5^3-3^3=98$ sites and contributes $98/2^6\approx1.53$. The next has $7^3-5^3=218$ sites and contributes $218/3^6\approx0.30$. The constants from the proof are $1/12$ and $54$: they settle the exponent but are too loose to serve as an error estimate.

In this max-norm model a program can approximate the tail in the same way, looping over $r=R+1,R+2,\dots$ up to some large $r$ and adding $\left[(2r+1)^d-(2r-1)^d\right]r^{-6}$, without visiting individual sites. For local correlation methods, in this model of identical orbitals with pure $r^{-6}$ pair energies, the neglected energy per orbital decays more slowly with increasing cutoff in a crystal than in a chain. Setting $p=6$ and $d=1,2,3$ gives the three exponents.

```lean
/-- For pair energies `r^(-6)`, with `r` the max-norm distance on the lattice, the neglected energy
per orbital scales as `R^(-5)` in a chain, `R^(-4)` in a layer and `R^(-3)` in a three-dimensional
lattice. -/
theorem dispersion_scaling :
    ScalesAs (neglectedEnergy 1 6) (-5) ∧ ScalesAs (neglectedEnergy 2 6) (-4) ∧
      ScalesAs (neglectedEnergy 3 6) (-3) := by
  refine ⟨?_, ?_, ?_⟩
  · rw [show (-5 : ℤ) = ((1 : ℕ) : ℤ) - ((6 : ℕ) : ℤ) by norm_num]
    exact (neglectedEnergy_scaling (by norm_num) (by norm_num)).2
  · rw [show (-4 : ℤ) = ((2 : ℕ) : ℤ) - ((6 : ℕ) : ℤ) by norm_num]
    exact (neglectedEnergy_scaling (by norm_num) (by norm_num)).2
  · rw [show (-3 : ℤ) = ((3 : ℕ) : ℤ) - ((6 : ℕ) : ℤ) by norm_num]
    exact (neglectedEnergy_scaling (by norm_num) (by norm_num)).2

end

end LocalCorrelationCutoff
```

```lean
#print axioms LocalCorrelationCutoff.neglectedPair_summable_iff
#print axioms LocalCorrelationCutoff.dispersion_scaling
```

```
'LocalCorrelationCutoff.neglectedPair_summable_iff' depends on axioms: [propext, Classical.choice, Quot.sound]
'LocalCorrelationCutoff.dispersion_scaling' depends on axioms: [propext, Classical.choice, Quot.sound]
```
